# The single-mode Fock space over a vacuum is irreducible in characteristic zero

A harmonic oscillator, or one mode of a boson field, is described by a lowering operator $a$, a raising operator $b$ (usually written $a^\dagger$) and a ground state $v$. The states of finite occupation are built by applying $b$ repeatedly to $v$ and superposing. One may ask whether this set of states is a single block, or whether it hides a smaller family, closed under both ladder operators, from which the ground state is never reached. One may also ask whether it holds a second vacuum, or an extra label that both operators preserve. When the scalars have characteristic zero, as $\mathbb{R}$ and $\mathbb{C}$ do, the states form a single block, the vacuum is unique up to scale, and there is no such label.

## The Fock space and its invariant subspaces

Let $V$ be a vector space over a field $K$, let $a, b$ be linear maps $V \to V$, and let $v \in V$, with
$$ab - ba = 1, \qquad av = 0 .$$
The first condition is the canonical commutation relation of position and momentum, rewritten in dimensionless ladder operators. The second says that $v$ contains no quantum to remove. Both are assumed. Write $K[X]$ for the polynomials in $X$ over $K$, and define the Fock space
$$F = \{\, p(b)\,v : p \in K[X] \,\}.$$
A subspace is invariant if $a$ and $b$ both map it into itself.

**Theorem.** Let $K$ have characteristic zero and $v \neq 0$. Then $F \neq 0$, $F$ is invariant, and every nonzero invariant subspace $W \subseteq F$ equals $F$.

## Lowering acts as differentiation

Write $[A, B] = AB - BA$ and $p'$ for the derivative of $p$. Suppose $[a, q(b)] = q'(b)$ for some polynomial $q$. Then
$$[a, q(b)\,b] = [a, q(b)]\,b + q(b)\,[a, b] = q'(b)\,b + q(b) = (qX)'(b).$$
Constants commute with $a$ and both sides are additive, so induction over monomials gives $[a, p(b)] = p'(b)$ for every $p$. Applied to $v$, the term $p(b)\,av$ vanishes and $a\,p(b)v = p'(b)v$. Let $n$ be the degree of $p$ and $c_n$ its leading coefficient. The $n$-th derivative $p^{(n)}$ is the constant $n!\,c_n$, so $n$ repetitions give
$$a^n\,p(b)v = p^{(n)}(b)\,v = n!\,c_n\,v .$$

The space $F$ is invariant, because $a\,p(b)v = p'(b)v$ and $b\,p(b)v = (Xp)(b)v$. It contains $v \neq 0$. Any subspace that contains $v$ and is preserved by $b$ contains every $b^k v$, $k \ge 0$, and hence all of $F$.

Now let $W$ be any subspace preserved by $a$ that contains a nonzero $w = p(b)v$. Then $p \neq 0$, so $c_n \neq 0$, and $n! \neq 0$ in characteristic zero. Since $a^n w = n!\,c_n v$ lies in $W$, division gives $v \in W$. If $W \subseteq F$ is nonzero and invariant, this applies, $b$ then fills out $F$, and $W = F$.

Two consequences follow. If $w \in F$ is nonzero and $aw = 0$, the line through $w$ is preserved by $a$, so $v = cw$ for a scalar $c$. Here $c \neq 0$, since $v = 0$ would force $w = p(b)\,0 = 0$, and so $w = c^{-1}v$. Next let $T$ commute with $a$ and $b$, with $Tv \in F$. Then $aTv = Tav = 0$, so $Tv = cv$ for some $c$. The vectors $u$ with $Tu = cu$ form a subspace containing $v$, preserved by $b$ because $Tbu = bTu = c\,bu$. It therefore contains $F$, and $T$ acts on $F$ as the scalar $c$. For one bosonic mode restricted to finite occupation, the vacuum is thus unique up to scale, and no such $T$ splits the states into sectors.

The lowering formula also gives $p(b)v \neq 0$ for $p \neq 0$ under the theorem's hypotheses, so that $p \mapsto p(b)v$ is injective. The argument above did not need this, and neither it nor the remarks on normalised states, coherent states and matrices are among the theorems stated below.

## A degree-two state and a truncated basis

Take $p = 2X^2 + 3X + 5$, so $p' = 4X + 3$, $p'' = 4$ and $a^2 p(b)v = 2!\cdot 2\,v = 4v$. If $b = a^\dagger$ and $v = |0\rangle$ is normalised, the normalised number states are $|k\rangle = b^k v/\sqrt{k!}$ with $a|k\rangle = \sqrt{k}\,|k-1\rangle$. Then
$$w = 5|0\rangle + 3|1\rangle + 2\sqrt{2}\,|2\rangle, \qquad aw = 3|0\rangle + 4|1\rangle, \qquad a^2 w = 4|0\rangle .$$

A program that keeps $N \ge 1$ levels $k = 0, \dots, N-1$ stores $a$ as the matrix $A$ with entries $A_{k-1,k} = \sqrt{k}$ and $b$ as its transpose $B$. These satisfy $AB - BA = 1 - N\,|N-1\rangle\langle N-1|$, so the commutation relation fails on the top level. The formula $a\,p(b)v = p'(b)v$ with $v = |0\rangle$ still holds for these matrices when $\deg p \le N-1$, since no raising step then leaves the basis. In the unnormalised vectors $b^k v$ no square roots appear: a state is the coefficient array of $p$, $b$ shifts the array and $a$ differentiates it.

## Operators, Fock space and invariance in Lean

```lean
import Mathlib

open Polynomial

namespace FockIrreducibility

noncomputable section

variable {K V : Type*} [Field K] [AddCommGroup V] [Module K V]
```

The operators are elements of `Module.End K V`, linear maps defined on all of $V$, with `*` as composition. There is no inner product, adjoint or completion, so $b$ is tied to $a$ only through the commutator. Physically, $V$ is a common invariant domain of the unbounded operators rather than the Hilbert space.

```lean
/-- The Fock space over `v`: all vectors `p(b) v` with `p` a polynomial in the raising
operator `b`. -/
def fockSpace (b : Module.End K V) (v : V) : Submodule K V where
  carrier := {w | ∃ p : K[X], aeval b p v = w}
  add_mem' := by
    rintro _ _ ⟨p, rfl⟩ ⟨q, rfl⟩
    exact ⟨p + q, by simp⟩
  zero_mem' := ⟨0, by simp⟩
  smul_mem' := by
    rintro c _ ⟨p, rfl⟩
    exact ⟨c • p, by simp⟩
```

The expression `aeval b p v` is $p(b)v$, so the vectors are the unnormalised combinations of $b^k v$. Only finite sums occur. A coherent state with nonzero amplitude is an infinite sum and is not in $F$.

```lean
/-- A subspace is invariant if both `a` and `b` map it into itself. -/
def IsInvariant (a b : Module.End K V) (W : Submodule K V) : Prop :=
  (∀ w ∈ W, a w ∈ W) ∧ (∀ w ∈ W, b w ∈ W)
```

Subspaces are algebraic, with no closure condition.

## The commutator and the lowering formula

```lean
/-- If `[a, b] = 1` in an algebra, then `[a, p(b)] = p'(b)` for every polynomial `p`. -/
theorem commutator_aeval {R : Type*} [Ring R] [Algebra K R] {a b : R}
    (h : a * b - b * a = 1) (p : K[X]) :
    a * aeval b p - aeval b p * a = aeval b (derivative p) := by
  -- Leibniz rule: [a, A b] = [a, A] b + A [a, b]
  have step : ∀ q : K[X], a * aeval b q - aeval b q * a = aeval b (derivative q) →
      a * aeval b (q * X) - aeval b (q * X) * a = aeval b (derivative (q * X)) := by
    intro q hq
    simp only [derivative_mul, derivative_X, map_add, map_mul, aeval_X, mul_one]
    rw [← hq]
    calc _ = (a * aeval b q - aeval b q * a) * b + aeval b q * (a * b - b * a) := by
          noncomm_ring
      _ = _ := by rw [h, mul_one]
  induction p using Polynomial.induction_on with
  | C c => rw [derivative_C, map_zero, aeval_C, Algebra.commutes, sub_self]
  | add p q hp hq =>
    rw [derivative_add, map_add, map_add, ← hp, ← hq]
    noncomm_ring
  | monomial n c ih =>
    rw [pow_succ, ← mul_assoc]
    exact step _ ih
```

The identity $[a, p(b)] = p'(b)$ is stated in any $K$-algebra `R` and any characteristic. The inner fact `step` is the Leibniz computation: `noncomm_ring` regroups the terms and `h` replaces $[a,b]$ by $1$. `Polynomial.induction_on` supplies the three cases of constants, sums and the passage from $cX^n$ to $cX^{n+1}$.

```lean
/-- If `[a, b] = 1` and `a v = 0`, lowering `p(b) v` by `a` exactly `n = deg p` times gives
`n!` times the leading coefficient of `p` times `v`. -/
theorem lower_to_vacuum {a b : Module.End K V} {v : V} (h : a * b - b * a = 1)
    (hv : a v = 0) (p : K[X]) :
    (a ^ p.natDegree) (aeval b p v) = ((p.natDegree.factorial : K) * p.leadingCoeff) • v := by
  have one : ∀ q : K[X], a (aeval b q v) = aeval b (derivative q) v := fun q => by
    simpa [Module.End.mul_apply, hv] using LinearMap.congr_fun (commutator_aeval h q) v
  have iter : ∀ (n : ℕ) (q : K[X]),
      (a ^ n) (aeval b q v) = aeval b (derivative^[n] q) v := by
    intro n
    induction n with
    | zero => intro q; simp
    | succ n ih =>
      intro q
      rw [pow_succ, Module.End.mul_apply, one, ih, Function.iterate_succ_apply]
  -- the n-th derivative of a polynomial of degree n is a constant
  have h0 : (derivative^[p.natDegree] p).natDegree ≤ 0 :=
    le_trans (natDegree_iterate_derivative p _) (by simp)
  rw [iter, eq_C_of_natDegree_le_zero h0, coeff_iterate_derivative, zero_add,
    Nat.descFactorial_self, nsmul_eq_mul, coeff_natDegree, aeval_C,
    Module.algebraMap_end_apply]
```

Here `p.natDegree` is $n$ and `p.leadingCoeff` is $c_n$. The fact `one` is $a\,q(b)v = q'(b)v$, `iter` repeats it $n$ times, and `h0` says that $p^{(n)}$ is constant. The closing rewrite evaluates the constant as $n!\,c_n$. For constant $p$ the formula reads $p(b)v = c_0 v$, and for $p = 0$, whose `natDegree` and leading coefficient are both zero, both sides vanish.

## Invariance and irreducibility

```lean
/-- If `[a, b] = 1` and `a v = 0`, the Fock space over `v` is invariant under `a` and `b`. -/
theorem fockSpace_invariant {a b : Module.End K V} {v : V} (h : a * b - b * a = 1)
    (hv : a v = 0) : IsInvariant a b (fockSpace b v) := by
  constructor
  · intro w hw
    obtain ⟨p, rfl⟩ : ∃ p : K[X], aeval b p v = w := hw
    refine ⟨derivative p, ?_⟩
    simpa [Module.End.mul_apply, hv] using (LinearMap.congr_fun (commutator_aeval h p) v).symm
  · intro w hw
    obtain ⟨p, rfl⟩ : ∃ p : K[X], aeval b p v = w := hw
    exact ⟨X * p, by rw [map_mul, aeval_X, Module.End.mul_apply]⟩
```

The two witnesses are `derivative p` for $a$ and `X * p` for $b$.

```lean
/-- Every `b`-invariant subspace containing `v` contains the Fock space over `v`. -/
theorem fockSpace_le {b : Module.End K V} {v : V} {W : Submodule K V}
    (hb : ∀ w ∈ W, b w ∈ W) (hvW : v ∈ W) : fockSpace b v ≤ W := by
  intro w hw
  obtain ⟨p, rfl⟩ : ∃ p : K[X], aeval b p v = w := hw
  induction p using Polynomial.induction_on with
  | C c =>
    rw [aeval_C, Module.algebraMap_end_apply]
    exact W.smul_mem c hvW
  | add p q hp hq =>
    rw [map_add, LinearMap.add_apply]
    exact W.add_mem hp hq
  | monomial n c ih =>
    rw [show C c * X ^ (n + 1) = X * (C c * X ^ n) by ring, map_mul, aeval_X,
      Module.End.mul_apply]
    exact hb _ ih
```

This lemma involves neither $a$ nor the commutator. It says that $F$ lies in every $b$-invariant subspace containing $v$, and the monomial case writes $cX^{n+1} = X\cdot cX^n$ and applies `hb`.

```lean
/-- In characteristic zero, with `[a, b] = 1` and `a v = 0`, an `a`-invariant subspace that
contains a nonzero vector of the Fock space contains the vacuum `v`. -/
theorem vacuum_mem [CharZero K] {a b : Module.End K V} {v w : V} (h : a * b - b * a = 1)
    (hv : a v = 0) {W : Submodule K V} (ha : ∀ u ∈ W, a u ∈ W)
    (hwF : w ∈ fockSpace b v) (hwW : w ∈ W) (hw : w ≠ 0) : v ∈ W := by
  have hpow : ∀ n : ℕ, (a ^ n) w ∈ W := by
    intro n
    induction n with
    | zero => simpa using hwW
    | succ n ih =>
      rw [pow_succ', Module.End.mul_apply]
      exact ha _ ih
  obtain ⟨p, rfl⟩ : ∃ p : K[X], aeval b p v = w := hwF
  have hp : p ≠ 0 := by
    rintro rfl
    exact hw (by simp)
  -- characteristic zero enters here: n! is invertible
  have hc : (p.natDegree.factorial : K) * p.leadingCoeff ≠ 0 :=
    mul_ne_zero (Nat.cast_ne_zero.mpr (Nat.factorial_ne_zero _)) (leadingCoeff_ne_zero.mpr hp)
  have hn := hpow p.natDegree
  rw [lower_to_vacuum h hv] at hn
  exact (W.smul_mem_iff hc).mp hn
```

The hypothesis `CharZero K` first appears here. The subspace `W` need only be preserved by $a$ and need not lie in $F$. The fact `hpow` keeps $a^n w$ in $W$, `hc` is $n!\,c_n \neq 0$, and `W.smul_mem_iff hc` divides. The role of `hwF` is visible in the oscillator: the line through a coherent state of nonzero amplitude is preserved by $a$ and misses the vacuum.

```lean
/-- Irreducibility: in characteristic zero, with `[a, b] = 1`, `a v = 0` and `v ≠ 0`, the Fock
space is nonzero and invariant, and each of its nonzero invariant subspaces is all of it. -/
theorem fockSpace_irreducible [CharZero K] {a b : Module.End K V} {v : V}
    (h : a * b - b * a = 1) (hv : a v = 0) (hv0 : v ≠ 0) :
    fockSpace b v ≠ ⊥ ∧ IsInvariant a b (fockSpace b v) ∧
      ∀ W ≤ fockSpace b v, IsInvariant a b W → W ≠ ⊥ → W = fockSpace b v := by
  refine ⟨(Submodule.ne_bot_iff _).mpr ⟨v, ⟨1, by simp⟩, hv0⟩, fockSpace_invariant h hv, ?_⟩
  intro W hW hinv hne
  obtain ⟨w, hwW, hw⟩ := (Submodule.ne_bot_iff _).mp hne
  -- lower w to the vacuum, then raise the vacuum to everything
  exact le_antisymm hW (fockSpace_le hinv.2 (vacuum_mem h hv hinv.1 (hW hwW) hwW hw))
```

The three conjuncts are the three parts of the theorem, with `⊥` the zero subspace. The hypothesis `hv0` serves only the first, where the polynomial `1` shows $v \in F$. The last line joins `vacuum_mem` and `fockSpace_le` through `le_antisymm`. The statement concerns the space over one given vacuum for one mode. It is not the Stone–von Neumann uniqueness theorem, which concerns unitary representations of the exponentiated relations on a Hilbert space. Here the vacuum is a hypothesis, and $V$ may be larger than $F$.

## Uniqueness of the vacuum and the commutant

```lean
/-- In characteristic zero, with `[a, b] = 1` and `a v = 0`, every vector of the Fock space
annihilated by `a` is a scalar multiple of `v`. -/
theorem vacuum_unique [CharZero K] {a b : Module.End K V} {v w : V} (h : a * b - b * a = 1)
    (hv : a v = 0) (hwF : w ∈ fockSpace b v) (haw : a w = 0) : ∃ c : K, w = c • v := by
  by_cases hw : w = 0
  · exact ⟨0, by simp [hw]⟩
  -- the line through w is a-invariant, so it contains v
  have hline : ∀ u ∈ K ∙ w, a u ∈ K ∙ w := by
    intro u hu
    obtain ⟨c, rfl⟩ := Submodule.mem_span_singleton.mp hu
    simp [haw]
  obtain ⟨c, hc⟩ := Submodule.mem_span_singleton.mp
    (vacuum_mem h hv hline hwF (Submodule.mem_span_singleton_self w) hw)
  have hc0 : c ≠ 0 := by
    rintro rfl
    have hv0 : v = 0 := by simpa using hc.symm
    obtain ⟨p, rfl⟩ : ∃ p : K[X], aeval b p v = w := hwF
    exact hw (by rw [hv0, map_zero])
  exact ⟨c⁻¹, by rw [← hc, smul_smul, inv_mul_cancel₀ hc0, one_smul]⟩
```

The line through $w$ is `K ∙ w`, `hline` is its invariance under $a$, and `hc0` is the argument that $c \neq 0$. Uniqueness is asserted within $F$ only. The case $v = 0$ is allowed, and $F$ is then zero.

```lean
/-- In characteristic zero, with `[a, b] = 1` and `a v = 0`, an operator `T` commuting with
`a` and `b` and with `T v` in the Fock space acts on the Fock space as a scalar. -/
theorem commutant_scalar [CharZero K] {a b T : Module.End K V} {v : V}
    (h : a * b - b * a = 1) (hv : a v = 0) (hTa : T * a = a * T) (hTb : T * b = b * T)
    (hTv : T v ∈ fockSpace b v) : ∃ c : K, ∀ w ∈ fockSpace b v, T w = c • w := by
  have hvac : a (T v) = 0 := by
    simpa [Module.End.mul_apply, hv] using (LinearMap.congr_fun hTa v).symm
  obtain ⟨c, hc⟩ := vacuum_unique h hv hTv hvac
  have hm : ∀ w, w ∈ LinearMap.ker (T - c • (1 : Module.End K V)) ↔ T w = c • w := by
    intro w
    simp [LinearMap.mem_ker, sub_eq_zero]
  refine ⟨c, fun w hw => (hm w).mp (fockSpace_le ?_ ((hm v).mpr hc) hw)⟩
  intro u hu
  have hTu : T (b u) = b (T u) := LinearMap.congr_fun hTb u
  rw [hm, hTu, (hm u).mp hu, map_smul]
```

The eigenspace $\{u : Tu = cu\}$ is written as the kernel of $T - c\cdot 1$, and `fockSpace_le` is applied to it. The conclusion resembles Schur's lemma but rests on the unique vacuum, so $K$ need not be algebraically closed. The hypothesis `hTv` excludes, for example, a spin flip that commutes with $a$ and $b$ and carries $v$ to the vacuum of another copy. Nothing is said about $T$ outside $F$.

## The polynomial model and positive characteristic

Take $V = K[X]$, $a = d/dX$, $b$ multiplication by $X$, and $v = 1$.

```lean
variable (K)

/-- The lowering operator `d/dX` on polynomials. -/
def polyLower : Module.End K K[X] := derivative

/-- The raising operator on polynomials: multiplication by `X`. -/
def polyRaise : Module.End K K[X] := LinearMap.mulLeft K X
```

From here on $p$ is a natural number, and $q, r$ are polynomials. The next subspace consists of the states whose components all have occupation at least $p$.

```lean
/-- The subspace of polynomials divisible by `X ^ p`. -/
def highModes (p : ℕ) : Submodule K K[X] :=
  Submodule.restrictScalars K (Ideal.span {(X : K[X]) ^ p})
```

The product rule gives $(Xq)' - Xq' = q$, the derivative of $1$ vanishes, and $q(b)\,1 = q$, so $F$ is all of $K[X]$.

```lean
/-- On polynomials, `d/dX` and multiplication by `X` have commutator one, `d/dX` annihilates
the nonzero vector `1`, and the Fock space over `1` is the whole space. -/
theorem fockSpace_witness :
    polyLower K * polyRaise K - polyRaise K * polyLower K = 1 ∧ polyLower K 1 = 0 ∧
      (1 : K[X]) ≠ 0 ∧ fockSpace (polyRaise K) (1 : K[X]) = ⊤ := by
  refine ⟨LinearMap.ext fun q => ?_, derivative_one, one_ne_zero, ?_⟩
  · change derivative (X * q) - X * derivative q = q
    rw [derivative_mul, derivative_X]
    ring
  · have hq : ∀ q : K[X], aeval (polyRaise K) q (1 : K[X]) = q := by
      intro q
      induction q using Polynomial.induction_on with
      | C c => rw [aeval_C, Module.algebraMap_end_apply, smul_eq_C_mul, mul_one]
      | add p q hp hq => rw [map_add, LinearMap.add_apply, hp, hq]
      | monomial n c ih =>
        rw [show C c * X ^ (n + 1) = X * (C c * X ^ n) by ring, map_mul, aeval_X,
          Module.End.mul_apply, ih]
        rfl
    exact eq_top_iff.mpr fun q _ => ⟨q, hq q⟩
```

This holds over every field, and in characteristic zero it is a concrete instance of the hypotheses of `fockSpace_irreducible`. The fact `hq` is $q(b)\,1 = q$, and `⊤` is the whole space.

In characteristic $p > 0$ the integer $p$ is zero in $K$, so $(X^p r)' = pX^{p-1}r + X^p r' = X^p r'$. The multiples of $X^p$ are then preserved by $a$, and also by $b$. They include $X^p \neq 0$ and exclude $1$, whose degree $0$ is below $p$. For $p = 3$ this starts from $aX^3 = 3X^2 = 0$, a second vector killed by $a$. The same model is therefore reducible although the other hypotheses hold, so the characteristic hypothesis cannot be dropped from the theorem. This does not make every realisation in characteristic $p$ reducible: on the quotient $K[X]/(X^p)$ the same $a$, $b$, $v$ satisfy the hypotheses, every nonzero vector has a representative of degree $n < p$ with $n! \neq 0$, and the lowering argument shows that this space is irreducible (a remark not formalised here). In the proof, `CharP.cast_eq_zero K p` removes the term $pX^{p-1}r$, and the degree comparison `hdeg` gives the strict inclusion.

```lean
/-- In characteristic `p > 0` the multiples of `X ^ p` form a nonzero subspace, invariant under
`d/dX` and multiplication by `X`, strictly inside the Fock space over `1`. -/
theorem reducible_in_char_p (p : ℕ) [CharP K p] (hp : p ≠ 0) :
    IsInvariant (polyLower K) (polyRaise K) (highModes K p) ∧ highModes K p ≠ ⊥ ∧
      highModes K p < fockSpace (polyRaise K) (1 : K[X]) := by
  have hm : ∀ q : K[X], q ∈ highModes K p ↔ X ^ p ∣ q := fun q => Ideal.mem_span_singleton
  refine ⟨⟨fun q hq => ?_, fun q hq => ?_⟩, ?_, ?_⟩
  · obtain ⟨r, rfl⟩ := (hm q).mp hq
    refine (hm _).mpr ⟨derivative r, ?_⟩
    change derivative (X ^ p * r) = _
    -- the derivative of X ^ p carries the factor p = 0
    rw [derivative_mul, derivative_X_pow, CharP.cast_eq_zero K p]
    simp
  · exact (hm _).mpr (Dvd.dvd.mul_left ((hm q).mp hq) X)
  · exact (Submodule.ne_bot_iff _).mpr ⟨X ^ p, (hm _).mpr dvd_rfl, pow_ne_zero _ X_ne_zero⟩
  · rw [(fockSpace_witness K).2.2.2, lt_top_iff_ne_top]
    intro htop
    have h1 : (X : K[X]) ^ p ∣ 1 := (hm 1).mp (by rw [htop]; exact Submodule.mem_top)
    have hdeg := natDegree_le_of_dvd h1 one_ne_zero
    rw [natDegree_X_pow, natDegree_one] at hdeg
    omega

end

end FockIrreducibility
```

```lean
#print axioms FockIrreducibility.fockSpace_irreducible
-- 'FockIrreducibility.fockSpace_irreducible' depends on axioms: [propext, Classical.choice, Quot.sound]
#print axioms FockIrreducibility.commutant_scalar
-- 'FockIrreducibility.commutant_scalar' depends on axioms: [propext, Classical.choice, Quot.sound]
#print axioms FockIrreducibility.reducible_in_char_p
-- 'FockIrreducibility.reducible_in_char_p' depends on axioms: [propext, Classical.choice, Quot.sound]
```
